# The time Taylor series of a cusp state does not solve the free Schrödinger equation

Let κ be a nonzero real number and φ(x) = exp(−κ|x|) on the real line, in units ħ = m = 1; for κ > 0 this is a physical state up to normalisation. By the time Taylor series of φ we mean the formal series Σₖ (tᵏ/k!) ((i/2) d²/dx²)ᵏ φ(x), obtained by using the free Schrödinger equation point by point to replace each time derivative at t = 0 by space derivatives of φ. At every x ≠ 0 this series converges, and its sum is exp(iκ²t/2) φ(x), whose density does not change with the time t. This sum is not a weak solution of

    i ∂ψ/∂t = −½ ∂²ψ/∂x²,

because for a smooth test function g of compact support the time derivative of ∫ψg dx equals (i/2)∫ψg″ dx plus the extra term iκ exp(iκ²t/2) g(0). An argument that computes an evolving state or density from such a pointwise series, in time-dependent density functional theory or elsewhere, therefore has to justify this step when the initial state has a cusp: in this model, one particle on a line with no potential, the series converges to the wrong function.

```lean
import Mathlib

open Complex MeasureTheory Set Filter Topology
open scoped ContDiff

namespace CuspTaylorSeries

noncomputable section
```

## The objects

The state `cusp κ x` is φ(x). For κ > 0, ∫|φ|² dx = 1/κ, so the normalised state is √κ φ, and every identity that is linear in φ carries over with the factor √κ. Negative κ is allowed, although φ then grows at infinity and is not a physical state.

```lean
/-- The cusp state `φ(x) = exp(-κ|x|)`. -/
def cusp (κ x : ℝ) : ℂ := exp (-(κ : ℂ) * ((|x| : ℝ) : ℂ))
```

Writing the equation as ∂ψ/∂t = Aψ gives the generator A = (i/2) d²/dx². It acts here point by point on functions ℝ → ℂ, not as an operator on a Hilbert-space domain. Lean's `deriv` returns 0 where no derivative exists, so Aφ(0) has no physical meaning, and the pointwise statements about A and the series exclude x = 0.

```lean
/-- The free generator `(i/2) d²/dx²`, applied pointwise. -/
def freeGen (f : ℝ → ℂ) (x : ℝ) : ℂ := I / 2 * deriv (deriv f) x
```

The candidate sum of the series is χ(t, x) = exp(iκ²t/2) φ(x).

```lean
/-- The cusp state times the phase `exp(iκ²t/2)`. -/
def phaseState (κ t x : ℝ) : ℂ := exp (I * κ ^ 2 / 2 * t) * cusp κ x
```

For comparison there is the plane wave exp(−ik²t/2) exp(ikx) with real wave number k. The letter k also names the order of a term in the series; the two uses never meet in one statement.

```lean
/-- The plane wave `exp(-ik²t/2) exp(ikx)`. -/
def planeWave (k t x : ℝ) : ℂ := exp (-(I * k ^ 2 / 2) * t) * exp (I * k * x)
```

For a complex number a and a function g, the Wronskian of exp(ax) and g is W(x) = exp(ax)(g′(x) − a g(x)).

```lean
/-- The Wronskian `exp(ax) (g' - a g)` of an exponential and a function `g`. -/
def wronskian (a : ℂ) (g : ℝ → ℂ) (x : ℝ) : ℂ := exp (a * x) * (deriv g x + -a * g x)
```

Multiplying the equation by a test function g and moving both derivatives onto g defines a weak solution: for every smooth g of compact support and every real t,

    d/dt ∫ ψ(t, x) g(x) dx = (i/2) ∫ ψ(t, x) g″(x) dx.

In Lean `ψ s x` takes time first. The pairing has no complex conjugate, which loses nothing since g ranges over complex functions. Test functions depend on x only, the time derivative is an ordinary one, and no initial condition is imposed.

```lean
/-- Weak form of `i ∂ψ/∂t = -ψ''/2`: for every smooth compactly supported `g`,
`d/dt ∫ ψ g = (i/2) ∫ ψ g''` at all times. -/
def IsWeakFreeSolution (ψ : ℝ → ℝ → ℂ) : Prop :=
  ∀ g : ℝ → ℂ, ContDiff ℝ ∞ g → HasCompactSupport g → ∀ t : ℝ,
    HasDerivAt (fun s => ∫ x, ψ s x * g x) (I / 2 * ∫ x, ψ t x * deriv (deriv g) x) t
```

## The series and its sum

All derivatives needed come from d/dx exp(ax) = a exp(ax) for real x and complex a. The lemma `hasDerivAt_expWave` serves for space and, with t in place of x, for time.

```lean
/-- The derivative of `exp(ax)` in the real variable `x` is `a exp(ax)`. -/
theorem hasDerivAt_expWave (a : ℂ) (x : ℝ) :
    HasDerivAt (fun y : ℝ => exp (a * y)) (a * exp (a * x)) x := by
  have h := (((hasDerivAt_id' (x : ℂ)).const_mul a).cexp).comp_ofReal
  exact h.congr_deriv (by ring)
```

Fix x ≠ 0. Near x the state is φ(y) = exp(ay), with a = κ for x < 0 and a = −κ for x > 0, so a² = κ² on both sides. Suppose Aᵏφ = (iκ²/2)ᵏ φ at all nonzero points. All y near x are nonzero, so Aᵏφ(y) = (iκ²/2)ᵏ exp(ay) there, and

    Aᵏ⁺¹φ(x) = (i/2)(iκ²/2)ᵏ a² exp(ax) = (iκ²/2)ᵏ⁺¹ φ(x).

The case k = 0 reads φ = φ. In the proof `hloc` is the local form of φ, `h0` the local form of Aᵏφ, `hd` one differentiation, and the last line uses a² = κ². The technique is worth reusing for any piecewise function: state equality near a point as `=ᶠ[𝓝 x]`, pass it through both derivatives, and evaluate it at the point, as in `h0.deriv.deriv.eq_of_nhds`. It needs the induction hypothesis on a whole neighbourhood, so x is quantified inside the induction.

```lean
/-- Away from the cusp, `((i/2) d²/dx²)^k φ = (iκ²/2)^k φ`. -/
theorem freeGen_iterate_cusp (κ : ℝ) (k : ℕ) :
    ∀ x : ℝ, x ≠ 0 → freeGen^[k] (cusp κ) x = (I * κ ^ 2 / 2) ^ k * cusp κ x := by
  induction k with
  | zero => intro x _; simp
  | succ k ih =>
    intro x hx
    -- near x ≠ 0 the cusp state is a pure exponential
    obtain ⟨a, ha, hloc⟩ : ∃ a : ℂ, a ^ 2 = (κ : ℂ) ^ 2 ∧
        cusp κ =ᶠ[𝓝 x] fun y : ℝ => exp (a * y) := by
      rcases lt_or_gt_of_ne hx with h | h
      · refine ⟨κ, rfl, ?_⟩
        filter_upwards [Iio_mem_nhds h] with y hy
        unfold cusp
        rw [abs_of_neg (show y < 0 from hy)]
        congr 1; push_cast; ring
      · refine ⟨-(κ : ℂ), neg_sq _, ?_⟩
        filter_upwards [Ioi_mem_nhds h] with y hy
        unfold cusp
        rw [abs_of_pos (show 0 < y from hy)]
    have h0 : freeGen^[k] (cusp κ) =ᶠ[𝓝 x]
        fun y : ℝ => (I * κ ^ 2 / 2) ^ k * exp (a * y) := by
      filter_upwards [hloc, eventually_ne_nhds hx] with y h1 h2
      rw [ih y h2, h1]
    have hd : ∀ b : ℂ, deriv (fun y : ℝ => b * exp (a * y))
        = fun y : ℝ => (b * a) * exp (a * y) := fun b =>
      funext fun y => ((hasDerivAt_expWave a y).const_mul b).deriv.trans (by ring)
    rw [Function.iterate_succ_apply', hloc.eq_of_nhds]
    show I / 2 * deriv (deriv (freeGen^[k] (cusp κ))) x = _
    rw [h0.deriv.deriv.eq_of_nhds, hd, hd, pow_succ (I * (κ : ℂ) ^ 2 / 2) k]
    try beta_reduce
    linear_combination (I / 2 * (I * (κ : ℂ) ^ 2 / 2) ^ k * exp (a * x)) * ha
```

The time Taylor series is the formal series Σₖ (tᵏ/k!) Aᵏφ(x); it is not claimed that its coefficients are time derivatives of the true evolution. It is an exponential series times φ(x):

    Σₖ (tᵏ/k!) Aᵏφ(x) = Σₖ ((iκ²t/2)ᵏ/k!) φ(x) = exp(iκ²t/2) φ(x) = χ(t, x),

with k running from 0. `HasSum` states convergence to this value for every real t and every x ≠ 0; step `e` rewrites the terms and `hs` is the exponential series.

```lean
/-- For `x ≠ 0` the time Taylor series `∑ t^k/k! ((i/2) d²/dx²)^k φ` sums to `exp(iκ²t/2) φ`. -/
theorem taylor_hasSum (κ t x : ℝ) (hx : x ≠ 0) :
    HasSum (fun k : ℕ => (t : ℂ) ^ k / (k.factorial : ℂ) * freeGen^[k] (cusp κ) x)
      (phaseState κ t x) := by
  have hs : ∀ z : ℂ, HasSum (fun k : ℕ => z ^ k / (k.factorial : ℂ)) (exp z) := by
    intro z
    rw [Complex.exp_eq_exp_ℂ]
    exact NormedSpace.expSeries_div_hasSum_exp z
  have e : (fun k : ℕ => (t : ℂ) ^ k / (k.factorial : ℂ) * freeGen^[k] (cusp κ) x)
      = fun k : ℕ => (I * κ ^ 2 / 2 * t) ^ k / (k.factorial : ℂ) * cusp κ x := by
    funext k
    rw [freeGen_iterate_cusp κ k x hx, mul_pow (I * (κ : ℂ) ^ 2 / 2) (t : ℂ) k]
    ring
  rw [e]
  exact (hs _).mul_right _
```

The exponent iκ²t/2 is purely imaginary, so the phase has modulus one and |χ(t, x)|² = |φ(x)|² for all t and all x.

```lean
/-- The density of `exp(iκ²t/2) φ` equals `|φ|²` at all times. -/
theorem density_stationary (κ t x : ℝ) : ‖phaseState κ t x‖ ^ 2 = ‖cusp κ x‖ ^ 2 := by
  have h : I * κ ^ 2 / 2 * t = ((κ ^ 2 / 2 * t : ℝ) : ℂ) * I := by push_cast; ring
  unfold phaseState
  rw [norm_mul, h, norm_exp_ofReal_mul_I, one_mul]
```

## The second derivative seen by a test function

Let g be twice continuously differentiable (C²) with compact support. Differentiating the Wronskian, the terms in g′ cancel:

    W′ = exp(ax)(a g′ − a² g + g″ − a g′) = exp(ax)(g″ − a² g).

W vanishes far away, so the integral of W′ over x ≤ 0 is W(0) = g′(0) − a g(0), and over x > 0 it is −W(0). In `half_lines`, `hW` and `hWc` show that W is C¹ with compact support, `hd` is the displayed line, and `hL`, `hR` are the fundamental theorem of calculus on the half-lines `Iic 0` and `Ioi 0`.

```lean
/-- The integrals of `exp(ax) (g'' - a² g)` over the left and right half-lines are
`g'(0) - a g(0)` and its negative, for `g` of class C² with compact support. -/
theorem half_lines (a : ℂ) {g : ℝ → ℂ} (hg : ContDiff ℝ 2 g) (hc : HasCompactSupport g) :
    (∫ x in Iic (0 : ℝ), exp (a * x) * (deriv (deriv g) x - a ^ 2 * g x))
      = deriv g 0 - a * g 0 ∧
    (∫ x in Ioi (0 : ℝ), exp (a * x) * (deriv (deriv g) x - a ^ 2 * g x))
      = -(deriv g 0 - a * g 0) := by
  have h2 : ContDiff ℝ (1 + 1) g := by rw [one_add_one_eq_two]; exact hg
  have h1 : ContDiff ℝ 1 (deriv g) := (contDiff_succ_iff_deriv.mp h2).2.2
  have hg1 : ContDiff ℝ 1 g := hg.of_le (by norm_num)
  have hr : ContDiff ℝ 1 (fun y : ℝ => (y : ℂ)) := Complex.ofRealCLM.contDiff
  have hW : ContDiff ℝ 1 (wronskian a g) := by
    have := ((contDiff_const (c := a)).mul hr).cexp.mul
      (h1.add ((contDiff_const (c := -a)).mul hg1))
    exact this
  have hWc : HasCompactSupport (wronskian a g) := by
    have := (hc.deriv.add (hc.mul_left (f := fun _ => -a))).mul_left
      (f := fun x : ℝ => exp (a * x))
    exact this
  -- the integrand is the derivative of the Wronskian
  have hd : deriv (wronskian a g)
      = fun x : ℝ => exp (a * x) * (deriv (deriv g) x - a ^ 2 * g x) := by
    funext x
    have h := (hasDerivAt_expWave a x).fun_mul
      (((contDiff_one_iff_deriv.mp h1).1 x).hasDerivAt.fun_add
        (((contDiff_one_iff_deriv.mp hg1).1 x).hasDerivAt.const_mul (-a)))
    exact h.deriv.trans (by ring)
  have hL := HasCompactSupport.integral_Iic_deriv_eq hW hWc 0
  have hR := HasCompactSupport.integral_Ioi_deriv_eq hW hWc 0
  rw [hd] at hL hR
  exact ⟨hL.trans (by simp only [wronskian, ofReal_zero, mul_zero, Complex.exp_zero]; ring),
    hR.trans (by simp only [wronskian, ofReal_zero, mul_zero, Complex.exp_zero]; ring)⟩
```

For any continuous function in place of φ and any complex constant c, the products with g and g″ are continuous with compact support, hence integrable (`i0`, `i2`). The integrals of φ(g″ − c g) over the two half-lines therefore add up to ∫φg″ − c∫φg.

```lean
/-- For continuous `φ` and `g` of class C² with compact support, the two half-line integrals of `φ (g'' - c g)` add up to
`∫ φ g'' - c ∫ φ g`. -/
theorem split_at_origin {φ g : ℝ → ℂ} (hφ : Continuous φ) (c : ℂ) (hg : ContDiff ℝ 2 g)
    (hc : HasCompactSupport g) :
    (∫ x in Iic (0 : ℝ), φ x * (deriv (deriv g) x - c * g x))
      + (∫ x in Ioi (0 : ℝ), φ x * (deriv (deriv g) x - c * g x))
      = (∫ x, φ x * deriv (deriv g) x) - c * ∫ x, φ x * g x := by
  have h2 : ContDiff ℝ (1 + 1) g := by rw [one_add_one_eq_two]; exact hg
  have h2c := (contDiff_one_iff_deriv.mp (contDiff_succ_iff_deriv.mp h2).2.2).2
  have i2 : Integrable (fun x => φ x * deriv (deriv g) x) :=
    (hφ.mul h2c).integrable_of_hasCompactSupport (hc.deriv.deriv.mul_left (f := φ))
  have i0 : Integrable (fun x => φ x * g x) :=
    (hφ.mul hg.continuous).integrable_of_hasCompactSupport (hc.mul_left (f := φ))
  have i3 : Integrable (fun x => φ x * (deriv (deriv g) x - c * g x)) :=
    (i2.sub (i0.const_mul c)).congr (ae_of_all _ fun x => by
      show φ x * deriv (deriv g) x - c * (φ x * g x) = φ x * (deriv (deriv g) x - c * g x)
      ring)
  have h := integral_add_compl (s := Iic (0 : ℝ)) measurableSet_Iic i3
  rw [compl_Iic] at h
  rw [h, ← integral_const_mul, ← integral_sub i2 (i0.const_mul c)]
  congr 1; funext x; ring
```

Take c = κ². On the left φ = exp(κx), on the right φ = exp(−κx), so

    ∫ over x ≤ 0 of φ(g″ − κ²g) = g′(0) − κ g(0),
    ∫ over x > 0 of φ(g″ − κ²g) = −(g′(0) + κ g(0)).

These are `hL` and `hR`. In their sum g′(0) cancels, and

    ∫ φ g″ dx = κ² ∫ φ g dx − 2κ g(0).

In the language of distributions φ″ = κ²φ − 2κδ, with δ the Dirac delta at the origin, and the pointwise A sees only the first term.

```lean
/-- `∫ φ g'' = κ² ∫ φ g - 2κ g(0)` for every C² compactly supported `g`. -/
theorem weak_second_derivative (κ : ℝ) {g : ℝ → ℂ} (hg : ContDiff ℝ 2 g)
    (hc : HasCompactSupport g) :
    (∫ x, cusp κ x * deriv (deriv g) x) = κ ^ 2 * (∫ x, cusp κ x * g x) - 2 * κ * g 0 := by
  have hφ : Continuous (cusp κ) := by
    have := ((continuous_const (y := -(κ : ℂ))).mul
      (continuous_ofReal.comp continuous_abs)).cexp
    exact this
  have hs := split_at_origin hφ ((κ : ℂ) ^ 2) hg hc
  have hL : (∫ x in Iic (0 : ℝ), cusp κ x * (deriv (deriv g) x - κ ^ 2 * g x))
      = deriv g 0 - κ * g 0 := by
    refine (setIntegral_congr_fun measurableSet_Iic fun x hx => ?_).trans
      (half_lines (κ : ℂ) hg hc).1
    have : cusp κ x = exp (κ * x) := by
      unfold cusp; rw [abs_of_nonpos (mem_Iic.mp hx)]; congr 1; push_cast; ring
    simp only [this]
  have hR : (∫ x in Ioi (0 : ℝ), cusp κ x * (deriv (deriv g) x - κ ^ 2 * g x))
      = -(deriv g 0 - -(κ : ℂ) * g 0) := by
    refine (setIntegral_congr_fun measurableSet_Ioi fun x hx => ?_).trans
      (half_lines (-(κ : ℂ)) hg hc).2
    have : cusp κ x = exp (-(κ : ℂ) * x) := by
      unfold cusp; rw [abs_of_pos (mem_Ioi.mp hx)]
    simp only [this, neg_sq]
  linear_combination hL + hR - hs
```

A numerical instance: κ = 1 and g(x) = (1 − x²)³ for |x| ≤ 1, zero outside, which is C² with g(0) = 1 and g″ = −6 + 36x² − 30x⁴ inside. The moments Iₙ of xⁿ exp(−x) over [0, 1] obey I₀ = 1 − 1/e and Iₙ = n Iₙ₋₁ − 1/e, giving I₂ = 2 − 5/e, I₄ = 24 − 65/e and I₆ = 720 − 1957/e. Then

    ∫ φ g dx = 2(I₀ − 3I₂ + 3I₄ − I₆) = 3552/e − 1306 ≈ 0.708,
    ∫ φ g″ dx = 2(−6I₀ + 36I₂ − 30I₄) = 3552/e − 1308 ≈ −1.292,

and the second is the first minus 2g(0). Without the C² hypothesis the identity fails: for the tent g(x) = max(0, 1 − |x|) and κ = 1, g″ vanishes except at three points, so the left side is 0, while the right side is 2/e − 2.

## The defect and the main theorem

The phase comes out of the integral (`hf`), ∫χg = exp(iκ²t/2)∫φg, and differentiating in t gives

    d/dt ∫ χ g dx = (iκ²/2) exp(iκ²t/2) ∫ φ g dx.

By the identity above,

    (i/2) ∫ χ g″ dx = exp(iκ²t/2) ((iκ²/2) ∫ φ g dx − iκ g(0)).

Subtracting,

    d/dt ∫ χ g dx = (i/2) ∫ χ g″ dx + iκ exp(iκ²t/2) g(0).

In the numerical instance at t = 0 this reads 0.354i = −0.646i + i. The extra term has the form that a potential −κδ(x) would add to the weak equation; for κ > 0 this is the attractive well whose bound state is φ, with energy −κ²/2, and the series continues as if the well were still there.

```lean
/-- For `ψ = exp(iκ²t/2) φ` and `g` of class C² with compact support, `d/dt ∫ ψ g = (i/2) ∫ ψ g'' + iκ exp(iκ²t/2) g(0)`. -/
theorem weak_defect (κ t : ℝ) {g : ℝ → ℂ} (hg : ContDiff ℝ 2 g) (hc : HasCompactSupport g) :
    HasDerivAt (fun s : ℝ => ∫ x, phaseState κ s x * g x)
      (I / 2 * (∫ x, phaseState κ t x * deriv (deriv g) x)
        + I * κ * exp (I * κ ^ 2 / 2 * t) * g 0) t := by
  have hf : ∀ (s : ℝ) (h : ℝ → ℂ), (∫ x, phaseState κ s x * h x)
      = exp (I * κ ^ 2 / 2 * s) * ∫ x, cusp κ x * h x := by
    intro s h
    rw [← integral_const_mul]; congr 1; funext x; unfold phaseState; ring
  simp only [hf]
  rw [weak_second_derivative κ hg hc]
  exact ((hasDerivAt_expWave (I * κ ^ 2 / 2) t).mul_const _).congr_deriv (by ring)
```

The main theorem takes κ ≠ 0 and any ψ that, by hypothesis `hψ`, is the sum of the series at every t and every x ≠ 0, with arbitrary values at x = 0. It concludes that ψ is not a weak solution. By `taylor_hasSum`, χ is such a ψ. Sums of series are unique, so ψ = χ off the origin; a single point has measure zero, so ψ and χ have the same integrals against any function (`hcongr`). Choose a smooth bump g equal to 1 on [−1, 1] and vanishing for |x| ≥ 2. If ψ were a weak solution, `h1` would give the time derivative of ∫χg at t = 0 without the extra term, and `weak_defect` gives it with the term. Derivatives are unique, so iκ = 0, against κ ≠ 0.

The theorem is negative: the true free evolution of φ, its spreading density, cusps of Coulomb type in three dimensions and interacting electrons are not treated, and the reading in terms of δ and the worked examples were not checked in Lean.

```lean
/-- For `κ ≠ 0`, a function that equals the sum of the time Taylor series of the cusp state at
every `x ≠ 0` is not a weak solution of the free Schrödinger equation. -/
theorem taylor_sum_not_weak_solution {κ : ℝ} (hκ : κ ≠ 0) {ψ : ℝ → ℝ → ℂ}
    (hψ : ∀ t x : ℝ, x ≠ 0 → HasSum
      (fun k : ℕ => (t : ℂ) ^ k / (k.factorial : ℂ) * freeGen^[k] (cusp κ) x) (ψ t x)) :
    ¬ IsWeakFreeSolution ψ := by
  intro hw
  -- a smooth bump with g(0) = 1
  obtain ⟨g, hsm, hc, h0⟩ : ∃ g : ℝ → ℂ, ContDiff ℝ ∞ g ∧ HasCompactSupport g ∧ g 0 = 1 := by
    let b : ContDiffBump (0 : ℝ) := ⟨1, 2, one_pos, one_lt_two⟩
    refine ⟨fun x => (b x : ℂ), Complex.ofRealCLM.contDiff.comp b.contDiff,
      b.hasCompactSupport.comp_left (g := Complex.ofReal) ofReal_zero, ?_⟩
    have := b.one_of_mem_closedBall (Metric.mem_closedBall_self b.rIn_pos.le)
    simp [this]
  -- the origin has measure zero
  have hcongr : ∀ (s : ℝ) (h : ℝ → ℂ),
      (∫ x, ψ s x * h x) = ∫ x, phaseState κ s x * h x := by
    intro s h
    refine integral_congr_ae ?_
    filter_upwards [compl_mem_ae_iff.mpr (measure_singleton (0 : ℝ))] with x hx
    rw [(hψ s x hx).unique (taylor_hasSum κ s x hx)]
  have h1 := hw g hsm hc 0
  simp only [hcongr] at h1
  have h2 := h1.unique (weak_defect κ 0 (by exact_mod_cast contDiff_infty.mp hsm 2) hc)
  rw [h0] at h2
  exact mul_ne_zero (mul_ne_zero I_ne_zero (ofReal_ne_zero.mpr hκ))
    (exp_ne_zero (I * κ ^ 2 / 2 * ((0 : ℝ) : ℂ))) (by linear_combination -h2)
```

## Plane waves and the limit κ = 0

The definition of a weak solution is met by plane waves, as it should be. For exp(ikx) the same a = ik holds on both half-lines, so W(0) and −W(0) cancel:

    ∫ exp(ikx) g″ dx = (ik)² ∫ exp(ikx) g dx = −k² ∫ exp(ikx) g dx.

This is `hB` with `hk`, and the phase exp(−ik²t/2) supplies the matching time derivative −ik²/2.

The case k = 0 shows what happens to the main theorem without `hκ`. At κ = 0 there is no cusp: φ = 1 and χ = 1, which still is the sum of the series. This constant is the plane wave with k = 0 and hence a weak solution, so the conclusion is false at κ = 0. The defect has modulus |κ||g(0)| and vanishes linearly as κ tends to 0.

```lean
/-- Plane waves are weak solutions of the free Schrödinger equation. -/
theorem weakSolution_witness (k : ℝ) : IsWeakFreeSolution (planeWave k) := by
  intro g hsm hc t
  have hg : ContDiff ℝ 2 g := by exact_mod_cast contDiff_infty.mp hsm 2
  have hφ : Continuous fun x : ℝ => exp (I * k * x) :=
    (continuous_const.mul continuous_ofReal).cexp
  have hs := split_at_origin hφ ((I * k) ^ 2) hg hc
  have hl := half_lines (I * k) hg hc
  have hB : (∫ x : ℝ, exp (I * k * x) * deriv (deriv g) x)
      = (I * k) ^ 2 * ∫ x : ℝ, exp (I * k * x) * g x := by
    linear_combination hl.1 + hl.2 - hs
  have hk : (I * k) ^ 2 = -((k : ℂ) ^ 2) := by rw [mul_pow, I_sq]; ring
  have hf : ∀ (s : ℝ) (h : ℝ → ℂ), (∫ x, planeWave k s x * h x)
      = exp (-(I * k ^ 2 / 2) * s) * ∫ x : ℝ, exp (I * k * x) * h x := by
    intro s h
    rw [← integral_const_mul]; congr 1; funext x; unfold planeWave; ring
  simp only [hf]
  rw [hB, hk]
  exact ((hasDerivAt_expWave (-(I * k ^ 2 / 2)) t).mul_const _).congr_deriv (by ring)

end

end CuspTaylorSeries
```

```lean
#print axioms CuspTaylorSeries.density_stationary
#print axioms CuspTaylorSeries.taylor_sum_not_weak_solution
```

```
'CuspTaylorSeries.density_stationary' depends on axioms: [propext, Classical.choice, Quot.sound]
'CuspTaylorSeries.taylor_sum_not_weak_solution' depends on axioms: [propext, Classical.choice, Quot.sound]
```
